# In the operator norm, the rotation exp K lies at distance 2 sin(‖K‖/2) from the identity for every anti-Hermitian K with ‖K‖ ≤ π

A second-order SCF program may control its steps with a trust radius: it proposes an orbital rotation, compares its size with the radius, and replaces it by a shorter one if it is too long. The trust radius expresses how far the local model of the energy is relied upon. The number compared with it is here a norm of the rotation generator, whereas the next Fock matrix is built from the rotated occupied orbitals. The result below translates the norm of the generator into the distance by which the matrix of all orbitals changes.

Let the columns of a unitary matrix C hold the orbitals in a finite orthonormal basis, and let K be an anti-Hermitian matrix, Kᴴ = −K, where ᴴ denotes the conjugate transpose. The update is C ↦ C exp K. Write ‖A‖ for the Euclidean operator norm, the largest length of Ax over vectors x of length at most one. If ‖K‖ ≤ π, then

‖C exp K − C‖ = ‖exp K − 1‖ = 2 sin(‖K‖/2).

For a trust radius r with 0 ≤ r ≤ π, and still with ‖K‖ ≤ π, it follows that

‖C exp K − C‖ ≤ 2 sin(r/2) exactly when ‖K‖ ≤ r.

The letter K here is the generator and not the exchange matrix. Some programs use exp(−K); the sign does not affect the norms.

## Shortening a step built from occupied–virtual amplitudes

In a closed-shell optimisation the solver returns amplitudes κ_ai, one for each virtual orbital a and occupied orbital i. With the occupied orbitals listed first, the program assembles

K = [ 0  −κᴴ ; κ  0 ].

The operator norm of this K is the largest singular value of the block κ. If it exceeds r, the simplest remedy multiplies all amplitudes by r/‖K‖. The program then forms exp K and multiplies C by it. After the scaling ‖K‖ = r, so the orbital matrix changes by 2 sin(r/2).

Many programs measure the step by the Euclidean length of the list of amplitudes. That length is never smaller than the largest singular value, so keeping it at or below r also keeps the orbital change at or below 2 sin(r/2), although the change may then be smaller than the radius would allow.

Take one occupied orbital φ₁ and two virtual orbitals φ₂ and φ₃, with amplitudes 0.3 and 0.4:

K = [ 0  −0.3  −0.4 ; 0.3  0  0 ; 0.4  0  0 ].

This K sends φ₁ to 0.5 u, where u = 0.6 φ₂ + 0.8 φ₃ is normalised, and sends u to −0.5 φ₁. The remaining direction, 0.8 φ₂ − 0.6 φ₃, goes to zero. Hence ‖K‖ = 0.5, and exp K rotates by 0.5 radians in the plane of φ₁ and u. The new occupied orbital is

cos(0.5) φ₁ + sin(0.5) u ≈ 0.8776 φ₁ + 0.2877 φ₂ + 0.3835 φ₃.

Its distance from φ₁ is √((1 − 0.8776)² + 0.4794²) ≈ 0.4948, which agrees with 2 sin(0.25). For a trust radius of 0.4 the amplitudes are multiplied by 0.8, giving 0.24 and 0.32, and the orbital change falls to 2 sin(0.2) ≈ 0.3973.

## From rotation angles to chord lengths

The matrix −iK is Hermitian, because

(−iK)ᴴ = iKᴴ = −iK.

By the spectral theorem there are a unitary matrix U and real angles θ_j with

K = U D Uᴴ, where D = diag(iθ_j).

Multiplication by a unitary matrix on either side preserves the operator norm, and the norm of a diagonal matrix is the largest modulus of its entries. Therefore

‖K‖ = ‖D‖ = max_j |θ_j|.

Since UᴴU = 1, each power satisfies Kᵏ = U Dᵏ Uᴴ. Summing the exponential series and subtracting 1 = UUᴴ gives

exp K − 1 = U diag(exp(iθ_j) − 1) Uᴴ,

‖exp K − 1‖ = max_j |exp(iθ_j) − 1|.

Each term is the length of a chord of the unit circle. For a real angle x,

|exp(ix) − 1|² = (cos x − 1)² + sin² x = 2 − 2 cos x = 4 sin²(x/2).

If |x| ≤ π, then |x|/2 lies in [0, π/2], where the sine is not negative, so

|exp(ix) − 1| = 2 sin(|x|/2).

The sine also increases on [0, π/2]. An angle of largest modulus, |θ_j| = ‖K‖, therefore gives the longest chord, and

‖exp K − 1‖ = 2 sin(‖K‖/2).

With no orbitals at all, both sides are zero.

For the orbitals, write C exp K − C = C(exp K − 1). The unitary factor C preserves the norm, which gives the formula for the orbital change. When r and ‖K‖ both lie in [0, π], strict increase of the sine on [0, π/2] makes 2 sin(‖K‖/2) ≤ 2 sin(r/2) equivalent to ‖K‖ ≤ r.

Beyond π the formula can fail. Take two levels with angles t and π, where π < t ≤ 3π. The generator has norm t. The angle π sends 1 to −1, a chord of length 2, and no chord of the unit circle is longer, so the rotation is at distance 2 from the identity. But t/2 lies above π/2 and at most at 3π/2, so sin(t/2) < 1 and the formula would give less than 2.

## The angles and chords in Lean

`phaseGenerator θ` is the diagonal matrix D; the name is coined for this file. `chord_length` proves the chord formula by comparing squares, which is allowed because both sides are non-negative. `norm_phaseGenerator` identifies the norm of D with `‖θ‖`, which for a real-valued function on a finite index set is the maximum of |θ_j|. `exp_phaseGenerator_sub_one` computes the diagonal matrix of differences, entry by entry.

`exists_phases` applies the spectral theorem to −iK and multiplies the result by i. In the main theorem, `norm_exp_sub_one`, the auxiliary statement `hconj` says that conjugation by U preserves the norm, and `hexp` carries the exponential through that conjugation. The equality is then split into two inequalities. For the upper one, monotonicity of the sine bounds every chord by that of the largest angle. For the lower one, `Finite.exists_max` selects an index at which the largest angle occurs; an empty index set is treated separately.

`norm_orbital_change` factors out C, and `trust_radius_iff` uses the strict monotonicity of the sine. `bound_pi_sharp` checks the two-level example. Its last inequality rewrites sin(t/2) as cos(t/2 − π/2) and uses the strict decrease of the cosine on [0, π].

```lean
import Mathlib

open Matrix
open scoped Real Matrix.Norms.L2Operator

namespace OrbitalTrustRadius

variable {n : Type*} [Fintype n] [DecidableEq n]

/-- The diagonal generator with entries `i θ_j`, whose exponential turns the phase of level `j` by
the angle `θ_j`. -/
noncomputable def phaseGenerator (θ : n → ℝ) : Matrix n n ℂ :=
  diagonal fun j => Complex.I * (θ j : ℂ)

/-- Rotation by an angle `x` with `|x| ≤ π` moves the number 1 to a point at distance
`2 sin(|x|/2)`. -/
theorem chord_length {x : ℝ} (hx : |x| ≤ π) :
    ‖Complex.exp (Complex.I * (x : ℂ)) - 1‖ = 2 * Real.sin (|x| / 2) := by
  have hs : 0 ≤ Real.sin (|x| / 2) :=
    Real.sin_nonneg_of_nonneg_of_le_pi (by positivity) (by linarith [Real.pi_pos])
  -- the half-angle formula
  have hc : Real.cos x = 1 - 2 * Real.sin (|x| / 2) ^ 2 := by
    have h := Real.cos_two_mul (|x| / 2)
    rw [show 2 * (|x| / 2) = |x| by ring, Real.cos_abs] at h
    linarith [Real.sin_sq_add_cos_sq (|x| / 2)]
  refine (sq_eq_sq₀ (norm_nonneg _) (by linarith)).1 ?_
  rw [Complex.sq_norm, Complex.normSq_apply, mul_comm Complex.I]
  simp only [Complex.sub_re, Complex.sub_im, Complex.one_re, Complex.one_im,
    Complex.exp_ofReal_mul_I_re, Complex.exp_ofReal_mul_I_im]
  linear_combination Real.sin_sq_add_cos_sq x - 2 * hc

/-- The operator norm of a phase generator is the largest absolute value of its angles. -/
theorem norm_phaseGenerator (θ : n → ℝ) : ‖phaseGenerator θ‖ = ‖θ‖ := by
  rw [phaseGenerator, Matrix.l2_opNorm_diagonal]
  apply le_antisymm <;> refine (pi_norm_le_iff_of_nonneg (norm_nonneg _)).2 fun i => ?_
  · simpa using norm_le_pi_norm θ i
  · simpa using norm_le_pi_norm (fun j => Complex.I * (θ j : ℂ)) i


/-- The exponential of a phase generator differs from the identity by the diagonal matrix with
entries `exp(i θ_j) - 1`. -/
theorem exp_phaseGenerator_sub_one (θ : n → ℝ) :
    NormedSpace.exp (phaseGenerator θ) - 1 =
      diagonal fun j => Complex.exp (Complex.I * (θ j : ℂ)) - 1 := by
  rw [phaseGenerator, Matrix.exp_diagonal]
  ext i j
  by_cases h : i = j
  · subst h
    simp [Pi.coe_exp, Complex.exp_eq_exp_ℂ]
  · simp [h]

/-- Every anti-Hermitian generator is a phase generator in a suitable orthonormal basis. -/
theorem exists_phases {K : Matrix n n ℂ} (hK : Kᴴ = -K) :
    ∃ (U : unitaryGroup n ℂ) (θ : n → ℝ),
      K = (U : Matrix n n ℂ) * phaseGenerator θ * star (U : Matrix n n ℂ) := by
  -- `-iK` is Hermitian, so the spectral theorem applies
  have hH : ((-Complex.I) • K).IsHermitian := by
    unfold Matrix.IsHermitian
    rw [conjTranspose_smul, hK]
    simp
  have h := hH.spectral_theorem
  rw [Unitary.conjStarAlgAut_apply] at h
  refine ⟨hH.eigenvectorUnitary, hH.eigenvalues, ?_⟩
  have hd : phaseGenerator hH.eigenvalues =
      Complex.I • diagonal (RCLike.ofReal ∘ hH.eigenvalues : n → ℂ) := by
    rw [phaseGenerator, ← diagonal_smul]
    rfl
  rw [hd, Matrix.mul_smul, Matrix.smul_mul, ← h, smul_smul]
  simp

/-- For an anti-Hermitian generator `K` of operator norm at most `π`, the distance of the
rotation `exp K` from the identity is `2 sin(‖K‖/2)`. -/
theorem norm_exp_sub_one {K : Matrix n n ℂ} (hK : Kᴴ = -K) (hπ : ‖K‖ ≤ π) :
    ‖NormedSpace.exp K - 1‖ = 2 * Real.sin (‖K‖ / 2) := by
  obtain ⟨U, θ, hU⟩ := exists_phases hK
  have hUU : (U : Matrix n n ℂ) * star (U : Matrix n n ℂ) = 1 :=
    mem_unitaryGroup_iff.mp U.2
  -- a change of orthonormal basis preserves the norm
  have hconj (A : Matrix n n ℂ) :
      ‖(U : Matrix n n ℂ) * A * star (U : Matrix n n ℂ)‖ = ‖A‖ :=
    (CStarRing.norm_mul_coe_unitary _ (star U)).trans (CStarRing.norm_coe_unitary_mul U A)
  have hnorm : ‖K‖ = ‖θ‖ := by rw [hU, hconj, norm_phaseGenerator]
  have hexp : NormedSpace.exp K - 1 = (U : Matrix n n ℂ) *
      (NormedSpace.exp (phaseGenerator θ) - 1) * star (U : Matrix n n ℂ) := by
    have hu : IsUnit (U : Matrix n n ℂ) := ⟨⟨U, star U, hUU, mul_eq_one_comm.mp hUU⟩, rfl⟩
    have h := Matrix.exp_conj (U : Matrix n n ℂ) (phaseGenerator θ) hu
    rw [inv_eq_right_inv hUU, ← hU] at h
    rw [h, mul_sub, sub_mul, mul_one, hUU]
  rw [hexp, hconj, exp_phaseGenerator_sub_one, Matrix.l2_opNorm_diagonal, hnorm]
  rw [hnorm] at hπ
  have hθ (i : n) : |θ i| ≤ ‖θ‖ := norm_le_pi_norm θ i
  have h0 : 0 ≤ ‖θ‖ := norm_nonneg θ
  apply le_antisymm
  · -- no chord is longer than that of the largest angle
    have hs : 0 ≤ Real.sin (‖θ‖ / 2) :=
      Real.sin_nonneg_of_nonneg_of_le_pi (by linarith) (by linarith)
    refine (pi_norm_le_iff_of_nonneg (by linarith)).2 fun i => ?_
    rw [chord_length ((hθ i).trans hπ)]
    have := Real.sin_le_sin_of_le_of_le_pi_div_two (x := |θ i| / 2) (y := ‖θ‖ / 2)
      (by linarith [abs_nonneg (θ i), Real.pi_pos]) (by linarith) (by linarith [hθ i])
    linarith
  · -- the largest angle is attained
    rcases isEmpty_or_nonempty n with hn | hn
    · have hz : θ = 0 := Subsingleton.elim _ _
      have hz' : ‖θ‖ = 0 := by rw [hz, norm_zero]
      rw [hz', zero_div, Real.sin_zero, mul_zero]
      exact norm_nonneg _
    · obtain ⟨i, hi⟩ := Finite.exists_max fun j => |θ j|
      have hm : ‖θ‖ = |θ i| :=
        le_antisymm ((pi_norm_le_iff_of_nonneg (abs_nonneg _)).2 hi) (hθ i)
      rw [hm, ← chord_length ((hθ i).trans hπ)]
      exact norm_le_pi_norm (fun j => Complex.exp (Complex.I * (θ j : ℂ)) - 1) i

/-- For a unitary orbital matrix `C` and an anti-Hermitian `K` of norm at most `π`, the update
`C ↦ C exp K` changes the orbital matrix by `2 sin(‖K‖/2)` in operator norm. -/
theorem norm_orbital_change (C : unitaryGroup n ℂ) {K : Matrix n n ℂ}
    (hK : Kᴴ = -K) (hπ : ‖K‖ ≤ π) :
    ‖(C : Matrix n n ℂ) * NormedSpace.exp K - C‖ = 2 * Real.sin (‖K‖ / 2) := by
  have h : (C : Matrix n n ℂ) * NormedSpace.exp K - C =
      (C : Matrix n n ℂ) * (NormedSpace.exp K - 1) := by rw [mul_sub, mul_one]
  rw [h, CStarRing.norm_coe_unitary_mul, norm_exp_sub_one hK hπ]

/-- For `0 ≤ r ≤ π`, an anti-Hermitian `K` of norm at most `π` lies within the trust radius `r`
exactly when it changes the unitary orbital matrix `C` by at most `2 sin(r/2)`. -/
theorem trust_radius_iff (C : unitaryGroup n ℂ) {K : Matrix n n ℂ} {r : ℝ}
    (hK : Kᴴ = -K) (hπ : ‖K‖ ≤ π) (hr : 0 ≤ r) (hrπ : r ≤ π) :
    ‖(C : Matrix n n ℂ) * NormedSpace.exp K - C‖ ≤ 2 * Real.sin (r / 2) ↔ ‖K‖ ≤ r := by
  have h0 := norm_nonneg K
  have h := Real.strictMonoOn_sin.le_iff_le (a := ‖K‖ / 2) (b := r / 2)
    ⟨by linarith, by linarith⟩ ⟨by linarith, by linarith⟩
  rw [norm_orbital_change C hK hπ]
  constructor
  · intro h1
    linarith [h.1 (by linarith)]
  · intro h1
    linarith [h.2 (by linarith)]

/-- For `π < t ≤ 3π`, the two-level generator with angles `t` and `π` is anti-Hermitian of norm
`t`, and its rotation is at distance 2 from the identity, which exceeds `2 sin(t/2)`. -/
theorem bound_pi_sharp {t : ℝ} (ht : π < t) (ht' : t ≤ 3 * π) :
    (phaseGenerator ![t, π])ᴴ = -phaseGenerator ![t, π] ∧
      ‖phaseGenerator ![t, π]‖ = t ∧
      ‖NormedSpace.exp (phaseGenerator ![t, π]) - 1‖ = 2 ∧
      2 * Real.sin (t / 2) < 2 := by
  have hp := Real.pi_pos
  refine ⟨?_, ?_, ?_, ?_⟩
  · ext i j
    fin_cases i <;> fin_cases j <;> simp [phaseGenerator]
  · rw [norm_phaseGenerator]
    apply le_antisymm
    · refine (pi_norm_le_iff_of_nonneg (by linarith)).2 (Fin.forall_fin_two.2 ⟨?_, ?_⟩)
      · exact (abs_of_pos (hp.trans ht)).le
      · exact (abs_of_pos hp).le.trans ht.le
    · exact (le_abs_self t).trans (norm_le_pi_norm ![t, π] 0)
  · rw [exp_phaseGenerator_sub_one, Matrix.l2_opNorm_diagonal]
    apply le_antisymm
    · refine (pi_norm_le_iff_of_nonneg (by norm_num)).2 fun i => ?_
      refine (norm_sub_le _ _).trans ?_
      rw [mul_comm, Complex.norm_exp_ofReal_mul_I, norm_one]
      norm_num
    · -- the angle `π` sends 1 to -1
      have h1 : ‖Complex.exp (Complex.I * (π : ℂ)) - 1‖ = 2 := by
        rw [chord_length (abs_of_pos hp).le, abs_of_pos hp, Real.sin_pi_div_two, mul_one]
      exact h1.ge.trans (norm_le_pi_norm
        (fun j => Complex.exp (Complex.I * ((![t, π] : Fin 2 → ℝ) j : ℂ)) - 1) 1)
  · have h := Real.cos_lt_cos_of_nonneg_of_le_pi (x := 0) (y := t / 2 - π / 2)
      le_rfl (by linarith) (by linarith)
    rw [Real.cos_sub_pi_div_two, Real.cos_zero] at h
    linarith

end OrbitalTrustRadius
```

```lean
#print axioms OrbitalTrustRadius.norm_exp_sub_one
#print axioms OrbitalTrustRadius.trust_radius_iff
#print axioms OrbitalTrustRadius.bound_pi_sharp
```

```
'OrbitalTrustRadius.norm_exp_sub_one' depends on axioms: [propext, Classical.choice, Quot.sound]
'OrbitalTrustRadius.trust_radius_iff' depends on axioms: [propext, Classical.choice, Quot.sound]
'OrbitalTrustRadius.bound_pi_sharp' depends on axioms: [propext, Classical.choice, Quot.sound]
```

## Unitary orbital matrices, exact exponentials and the limit π

`norm_exp_sub_one` says that every complex square matrix `K` with `Kᴴ = -K` and `‖K‖ ≤ π` satisfies the distance formula. The symbol `n` is a finite set of orbital labels, not a number, and it may have any size. The opened scope `Matrix.Norms.L2Operator` fixes the norm as the Euclidean operator norm; the equality is not a statement about the Frobenius norm or the largest matrix element. Real orbital rotations are included as complex matrices with real entries.

In `norm_orbital_change` and `trust_radius_iff`, `C : unitaryGroup n ℂ` is a square unitary matrix containing the whole orbital set, occupied and virtual. The second theorem takes the trust radius `r` as given, with 0 ≤ r ≤ π, and says nothing about how to choose it. It also assumes ‖K‖ ≤ π, in both directions of the equivalence. A small orbital change alone does not reveal a small generator: for one or more orbitals, K = 2πi·1 has norm 2π and leaves every orbital where it was.

`bound_pi_sharp` shows that, for two levels, π cannot be replaced by any larger number in the main theorem. It does not say that the formula fails for every generator of norm above π.

The step from this model to a program with atomic basis functions is the overlap matrix S. There the coefficients satisfy CᴴSC = 1, and C itself is generally not unitary. If C is square, S^(1/2)C is unitary and undergoes the same update, so the theorems apply to that matrix; the change is then measured in the metric of the overlap. This conversion and the singular-value formula for the amplitude block are ordinary linear algebra supplementing the Lean theorems.

`NormedSpace.exp K` is the exact matrix exponential. A truncated series, even if followed by orthonormalisation, is in general a different matrix, and its deviation from exp K has to be bounded separately.

The distance is that between orbital matrices, not between densities or energies. A rotation among the occupied orbitals alone can change C considerably while leaving the closed-shell density as it was. The theorems thus control the size of an orbital step in a finite basis; they do not show that the step lowers the energy or that the SCF iteration converges.
